# The overlap-normalised transition density matrix of two non-orthogonal Slater determinants is idempotent, and Hermitian exactly when their one-particle density matrices agree

## Orbitals, overlap and transition density

Let C and D be complex n by k matrices whose columns are the occupied spin orbitals of two k-electron Slater determinants, Φ_C (bra) and Φ_D (ket), expanded in an orthonormal basis of n functions. Orthonormal orbitals mean CᴴC = 1 and DᴴD = 1, where ᴴ is the conjugate transpose. The orbital overlap matrix is

S = CᴴD,

and det S is the overlap ⟨Φ_C|Φ_D⟩. When det S ≠ 0, the transition density matrix is

T = D S⁻¹ Cᴴ.

This convention divides by the overlap of the determinants. The state densities are the one-particle density matrices of the two determinants, P_C = CCᴴ and P_D = DDᴴ.

In non-orthogonal configuration interaction, T and the overlap det S together give the one-electron matrix elements between two single determinants with non-zero overlap in a finite basis.

## What the theorems say

The main theorem, `transitionDensity_properties`, states that

T² = T, tr T = k, TD = D, CᴴT = Cᴴ,

and that T is Hermitian if and only if P_C = P_D. T is therefore a projector, in general an oblique one.

In Lean, the finite types `n` and `k` label basis functions and occupied orbitals, so the number k is `Fintype.card k`. The hypotheses `hC` and `hD` express orthonormality, and `h` says that the determinants are not orthogonal. Pairs with zero overlap, non-orthogonal basis sets and multideterminant states are not covered.

Two further theorems concern orbital mixing and the response of the overlap. Neither needs orthonormal orbitals. The mixing theorem doesn't assume `h` either, because Lean assigns a value even to the inverse of a singular matrix; its physical reading requires det S ≠ 0.

## Projection and trace

Cancelling S gives the two fixing relations:

TD = D S⁻¹ (CᴴD) = D

CᴴT = (CᴴD) S⁻¹ Cᴴ = Cᴴ

The first yields idempotency, and cyclicity gives the trace:

T² = (TD) S⁻¹ Cᴴ = D S⁻¹ Cᴴ = T

tr T = tr(Cᴴ D S⁻¹) = tr(1) = k

## When T is Hermitian

Orthonormality gives

T P_C = D S⁻¹ (CᴴC) Cᴴ = T

P_D T = D (DᴴD) S⁻¹ Cᴴ = T

Suppose T = Tᴴ. The adjoints of the fixing relations are then TC = C and DᴴT = Dᴴ. Hence T = T P_C = (TC)Cᴴ = P_C and T = P_D T = D(DᴴT) = P_D, so the state densities agree.

Conversely, if P_C = P_D, then T = T P_C = T P_D = (TD)Dᴴ = P_D, which is Hermitian.

## Orbital mixing and one-electron operators

Replace C by CU and D by DV, with U and V invertible k by k matrices. The overlap matrix becomes UᴴSV, and

DV (V⁻¹ S⁻¹ (Uᴴ)⁻¹) UᴴCᴴ = D S⁻¹ Cᴴ = T.

Now let A be an n by n matrix, t a complex number and M = S⁻¹CᴴAD. Then

Cᴴ(1 + tA)D = S(1 + tM)

det(Cᴴ(1 + tA)D) = det S · (1 + t tr M + t² p(t))

for some polynomial p. Since tr M = tr(A D S⁻¹ Cᴴ) = tr(AT), the derivative at t = 0 is det S · tr(AT). In many-electron language this is the matrix element ⟨Φ_C| Σᵢ A(i) |Φ_D⟩, an identification made here in prose, since the code contains only the determinant derivative.

## The Lean file

```lean
import Mathlib

open Matrix

namespace TransitionDensityMatrix

noncomputable section

variable {n k : Type*} [Fintype n] [Fintype k] [DecidableEq k]

/-- The transition density matrix `D (Cᴴ D)⁻¹ Cᴴ` between determinants with occupied
orbitals `C` (bra) and `D` (ket), meant for an invertible overlap matrix `Cᴴ D`. -/
def transitionDensity (C D : Matrix n k ℂ) : Matrix n n ℂ :=
  D * (Cᴴ * D)⁻¹ * Cᴴ

/-- If the overlap matrix is invertible, the transition density leaves every occupied ket orbital
unchanged. -/
theorem transitionDensity_mul_ket {C D : Matrix n k ℂ} (h : (Cᴴ * D).det ≠ 0) :
    transitionDensity C D * D = D := by
  unfold transitionDensity
  rw [Matrix.mul_assoc, Matrix.mul_assoc,
    Matrix.nonsing_inv_mul _ (isUnit_iff_ne_zero.mpr h), Matrix.mul_one]

/-- If the overlap matrix is invertible, the transition density, acting from the right, leaves the
conjugate transpose of every occupied bra orbital unchanged. -/
theorem bra_mul_transitionDensity {C D : Matrix n k ℂ} (h : (Cᴴ * D).det ≠ 0) :
    Cᴴ * transitionDensity C D = Cᴴ := by
  unfold transitionDensity
  rw [← Matrix.mul_assoc, ← Matrix.mul_assoc,
    Matrix.mul_nonsing_inv _ (isUnit_iff_ne_zero.mpr h), Matrix.one_mul]

/-- For orthonormal orbitals and determinants with non-zero overlap, the transition density is
Hermitian exactly when the two determinants have the same one-particle density matrix. -/
theorem isHermitian_iff_same_density {C D : Matrix n k ℂ}
    (hC : Cᴴ * C = 1) (hD : Dᴴ * D = 1) (h : (Cᴴ * D).det ≠ 0) :
    (transitionDensity C D).IsHermitian ↔ C * Cᴴ = D * Dᴴ := by
  -- the bra density is absorbed on the right, the ket density on the left
  have hR : transitionDensity C D * (C * Cᴴ) = transitionDensity C D := by
    calc transitionDensity C D * (C * Cᴴ)
        = D * (Cᴴ * D)⁻¹ * (Cᴴ * C) * Cᴴ := by
          simp only [transitionDensity, Matrix.mul_assoc]
      _ = transitionDensity C D := by rw [hC, Matrix.mul_one]; rfl
  have hL : D * (Dᴴ * transitionDensity C D) = transitionDensity C D := by
    calc D * (Dᴴ * transitionDensity C D)
        = D * (Dᴴ * D) * (Cᴴ * D)⁻¹ * Cᴴ := by
          simp only [transitionDensity, Matrix.mul_assoc]
      _ = transitionDensity C D := by rw [hD, Matrix.mul_one]; rfl
  constructor
  · intro hT
    -- adjoints of the two fixing relations
    have hTC := congrArg Matrix.conjTranspose (bra_mul_transitionDensity h)
    rw [Matrix.conjTranspose_mul, Matrix.conjTranspose_conjTranspose, hT.eq] at hTC
    have hDT := congrArg Matrix.conjTranspose (transitionDensity_mul_ket h)
    rw [Matrix.conjTranspose_mul, hT.eq] at hDT
    rw [← Matrix.mul_assoc, hTC] at hR
    rw [hDT] at hL
    exact hR.trans hL.symm
  · intro hP
    rw [hP, ← Matrix.mul_assoc, transitionDensity_mul_ket h] at hR
    rw [← hR]
    exact Matrix.isHermitian_mul_conjTranspose_self D

/-- The transition density between two non-orthogonal determinants of orthonormal orbitals
is idempotent, its trace is the number of occupied orbitals, it fixes the ket orbitals from
the left and the bra orbitals from the right, and it is Hermitian exactly when the two
state densities agree. -/
theorem transitionDensity_properties {C D : Matrix n k ℂ}
    (hC : Cᴴ * C = 1) (hD : Dᴴ * D = 1) (h : (Cᴴ * D).det ≠ 0) :
    transitionDensity C D * transitionDensity C D = transitionDensity C D ∧
    (transitionDensity C D).trace = (Fintype.card k : ℂ) ∧
    transitionDensity C D * D = D ∧
    Cᴴ * transitionDensity C D = Cᴴ ∧
    ((transitionDensity C D).IsHermitian ↔ C * Cᴴ = D * Dᴴ) := by
  refine ⟨?_, ?_, transitionDensity_mul_ket h, bra_mul_transitionDensity h,
    isHermitian_iff_same_density hC hD h⟩
  · calc transitionDensity C D * transitionDensity C D
        = transitionDensity C D * D * (Cᴴ * D)⁻¹ * Cᴴ := by
          simp only [transitionDensity, Matrix.mul_assoc]
      _ = transitionDensity C D := by rw [transitionDensity_mul_ket h]; rfl
  · -- cyclicity of the trace leaves the k by k identity
    unfold transitionDensity
    rw [Matrix.trace_mul_comm, ← Matrix.mul_assoc,
      Matrix.mul_nonsing_inv _ (isUnit_iff_ne_zero.mpr h), Matrix.trace_one]

/-- Invertible mixing of the occupied orbitals, done separately in bra and ket, does not
change the transition density. -/
theorem transitionDensity_orbital_mixing (C D : Matrix n k ℂ) {U V : Matrix k k ℂ}
    (hU : U.det ≠ 0) (hV : V.det ≠ 0) :
    transitionDensity (C * U) (D * V) = transitionDensity C D := by
  have hU' : IsUnit (Uᴴ).det := by
    rw [Matrix.det_conjTranspose]
    exact isUnit_iff_ne_zero.mpr (star_ne_zero.mpr hU)
  have e : (C * U)ᴴ * (D * V) = Uᴴ * (Cᴴ * D) * V := by
    simp only [Matrix.conjTranspose_mul, Matrix.mul_assoc]
  unfold transitionDensity
  rw [e, Matrix.mul_inv_rev, Matrix.mul_inv_rev, Matrix.conjTranspose_mul]
  calc D * V * (V⁻¹ * ((Cᴴ * D)⁻¹ * (Uᴴ)⁻¹)) * (Uᴴ * Cᴴ)
      = D * (V * V⁻¹) * (Cᴴ * D)⁻¹ * ((Uᴴ)⁻¹ * Uᴴ) * Cᴴ := by
        simp only [Matrix.mul_assoc]
    _ = D * (Cᴴ * D)⁻¹ * Cᴴ := by
        rw [Matrix.mul_nonsing_inv _ (isUnit_iff_ne_zero.mpr hV),
          Matrix.nonsing_inv_mul _ hU', Matrix.mul_one, Matrix.mul_one]

/-- When the original overlap is non-zero and the ket orbitals are transformed by `1 + t A`, the
determinant overlap changes at first order in `t` by the original overlap times the trace of `A`
with the transition density. -/
theorem hasDerivAt_overlap [DecidableEq n] {C D : Matrix n k ℂ}
    (h : (Cᴴ * D).det ≠ 0) (A : Matrix n n ℂ) :
    HasDerivAt (fun t : ℂ => (Cᴴ * ((1 + t • A) * D)).det)
      ((Cᴴ * D).det * (A * transitionDensity C D).trace) 0 := by
  let M : Matrix k k ℂ := (Cᴴ * D)⁻¹ * (Cᴴ * (A * D))
  have htr : M.trace = (A * transitionDensity C D).trace := by
    calc M.trace = (((Cᴴ * D)⁻¹ * Cᴴ) * (A * D)).trace := by
          simp only [M, Matrix.mul_assoc]
      _ = ((A * D) * ((Cᴴ * D)⁻¹ * Cᴴ)).trace := Matrix.trace_mul_comm _ _
      _ = (A * transitionDensity C D).trace := by
          simp only [transitionDensity, Matrix.mul_assoc]
  -- factor the unperturbed overlap out of the perturbed one
  have hfac : ∀ t : ℂ, Cᴴ * ((1 + t • A) * D) = (Cᴴ * D) * (1 + t • M) := by
    intro t
    have hM : (Cᴴ * D) * M = Cᴴ * (A * D) := by
      change (Cᴴ * D) * ((Cᴴ * D)⁻¹ * (Cᴴ * (A * D))) = _
      rw [← Matrix.mul_assoc (Cᴴ * D),
        Matrix.mul_nonsing_inv _ (isUnit_iff_ne_zero.mpr h), Matrix.one_mul]
    rw [Matrix.mul_add (Cᴴ * D), Matrix.mul_one, Matrix.mul_smul, hM,
      Matrix.add_mul, Matrix.one_mul, Matrix.smul_mul, Matrix.mul_add, Matrix.mul_smul]
  -- expand the remaining determinant to first order
  obtain ⟨p, hp⟩ : ∃ p : Polynomial ℂ, ∀ t : ℂ,
      (1 + t • M).det = 1 + M.trace * t + p.eval t * t ^ 2 :=
    ⟨_, fun t => Matrix.det_one_add_smul t M⟩
  have hf : (fun t : ℂ => (Cᴴ * ((1 + t • A) * D)).det) =
      fun t : ℂ => (Cᴴ * D).det * (1 + M.trace * t + p.eval t * t ^ 2) := by
    funext t
    rw [hfac, Matrix.det_mul, hp]
  have h1 : HasDerivAt (fun t : ℂ => 1 + M.trace * t) (M.trace * 1) 0 :=
    ((hasDerivAt_id' (0 : ℂ)).const_mul M.trace).const_add 1
  have h2 := (p.hasDerivAt 0).fun_mul (hasDerivAt_pow 2 (0 : ℂ))
  rw [hf, ← htr]
  refine ((h1.fun_add h2).const_mul (Cᴴ * D).det).congr_deriv ?_
  simp

/-- A bra orbital along the first basis function. -/
def braOrbital : Matrix (Fin 2) (Fin 1) ℂ := !![1; 0]

/-- A ket orbital with components 3/5 and 4/5. -/
def ketOrbital : Matrix (Fin 2) (Fin 1) ℂ := !![3 / 5; 4 / 5]

/-- The two example orbitals are normalised and have non-zero overlap, and their transition
density is an explicit matrix that is not Hermitian. -/
theorem transitionDensity_witness :
    braOrbitalᴴ * braOrbital = 1 ∧ ketOrbitalᴴ * ketOrbital = 1 ∧
    (braOrbitalᴴ * ketOrbital).det ≠ 0 ∧
    transitionDensity braOrbital ketOrbital = !![1, 0; 4 / 3, 0] ∧
    ¬ (transitionDensity braOrbital ketOrbital).IsHermitian := by
  have hS : braOrbitalᴴ * ketOrbital = !![3 / 5] := by
    ext i j
    fin_cases i; fin_cases j
    simp [braOrbital, ketOrbital, Matrix.mul_apply, Fin.sum_univ_succ]
  have hinv : (!![3 / 5] : Matrix (Fin 1) (Fin 1) ℂ)⁻¹ = !![5 / 3] := by
    apply Matrix.inv_eq_right_inv
    ext i j
    fin_cases i; fin_cases j
    norm_num [Matrix.mul_apply]
  have hT : transitionDensity braOrbital ketOrbital = !![1, 0; 4 / 3, 0] := by
    unfold transitionDensity
    rw [hS, hinv]
    ext i j
    fin_cases i <;> fin_cases j <;>
      norm_num [braOrbital, ketOrbital, Matrix.mul_apply]
  refine ⟨?_, ?_, ?_, hT, ?_⟩
  · ext i j
    fin_cases i; fin_cases j
    simp [braOrbital, Matrix.mul_apply, Fin.sum_univ_succ]
  · ext i j
    fin_cases i; fin_cases j
    -- the components are real, so conjugation leaves them unchanged
    have h3 : (starRingEnd ℂ) 3 = 3 := map_ofNat (starRingEnd ℂ) 3
    have h4 : (starRingEnd ℂ) 4 = 4 := map_ofNat (starRingEnd ℂ) 4
    have h5 : (starRingEnd ℂ) 5 = 5 := map_ofNat (starRingEnd ℂ) 5
    have key : (starRingEnd ℂ) 3 / (starRingEnd ℂ) 5 * (3 / 5) +
        (starRingEnd ℂ) 4 / (starRingEnd ℂ) 5 * (4 / 5) = 1 := by
      rw [h3, h4, h5]
      norm_num
    norm_num [ketOrbital, Matrix.mul_apply, Fin.sum_univ_succ]
    exact key
  · rw [hS]
    norm_num [Matrix.det_fin_one]
  · rw [hT]
    intro hH
    have h01 := hH.apply 0 1
    norm_num at h01

end

end TransitionDensityMatrix
```

```lean
#print axioms TransitionDensityMatrix.isHermitian_iff_same_density
#print axioms TransitionDensityMatrix.transitionDensity_properties
#print axioms TransitionDensityMatrix.transitionDensity_orbital_mixing
#print axioms TransitionDensityMatrix.hasDerivAt_overlap
```

```
'TransitionDensityMatrix.isHermitian_iff_same_density' depends on axioms: [propext, Classical.choice, Quot.sound]
'TransitionDensityMatrix.transitionDensity_properties' depends on axioms: [propext, Classical.choice, Quot.sound]
'TransitionDensityMatrix.transitionDensity_orbital_mixing' depends on axioms: [propext, Classical.choice, Quot.sound]
'TransitionDensityMatrix.hasDerivAt_overlap' depends on axioms: [propext, Classical.choice, Quot.sound]
```

## How the proof follows the algebra

`transitionDensity_mul_ket` and `bra_mul_transitionDensity` regroup the products and cancel the overlap matrix, using `h` to make its inverse genuine.

In `isHermitian_iff_same_density`, `hR` and `hL` are T P_C = T and P_D T = T. Applying `congrArg Matrix.conjTranspose` to the fixing relations produces the adjoints used above. `transitionDensity_properties` collects these results and adds idempotency and the trace, the latter through `Matrix.trace_mul_comm`.

`transitionDensity_orbital_mixing` reverses the inverse of the product with `Matrix.mul_inv_rev` and cancels U and V. In `hasDerivAt_overlap`, `hfac` factors out S, `Matrix.det_one_add_smul` supplies the polynomial remainder, and `htr` turns tr M into tr(AT). The remainder carries t², so it contributes nothing to the derivative at zero.

Finally, `transitionDensity_witness` takes the normalised orbitals (1, 0) and (3/5, 4/5), whose overlap is 3/5. Their transition density has rows (1, 0) and (4/3, 0). Hermiticity would force 4/3 = 0, so all the hypotheses can be met by a pair with non-Hermitian T.
